# Sums of class-preserving particle permutations, weighted by a sign character, are self-adjoint

Take finitely many labelled particles, each with the same finite set of one-particle states, and complex functions `Φ` and `Ψ` of their joint configurations, neither assumed normalised nor of any particular exchange symmetry. The labels are divided into classes by `f`, and `classSum w f` adds up all permutations that keep every label in its class, each weighted by ±1 through a homomorphism `w`. The theorem `overlap_act_classSum` says that this operator can be moved from one side of the overlap `∑ s, star (Φ s) * Ψ s` to the other without changing its value. The proof first writes the operator's action pointwise, in the auxiliary statement `pt`, then pairs each permutation with its inverse and relabels the configurations.

As first written in Lean, the proof fails:

```lean
import Mathlib

open Equiv

namespace OverlapActClassSum

noncomputable section

variable {α κ : Type*} [Fintype α] [DecidableEq α] {μ ν : YoungDiagram}

/-- The sum, weighted by a sign character `w`, of all permutations that keep
every label in its class, the classes being the level sets of `f`. -/
def classSum (w : Perm α →* ℤˣ) (f : α → ℕ) : MonoidAlgebra ℚ (Perm α) :=
  ∑ σ : Perm α with ∀ a, f (σ a) = f a, (w σ : ℤ) • MonoidAlgebra.of ℚ (Perm α) σ

/-- Permutations of the particles acting on functions of their one-particle states. -/
def permute {α κ : Type*} : Perm α →* Module.End ℂ ((α → κ) → ℂ) where
  toFun g := LinearMap.funLeft ℂ ℂ fun s : α → κ => s ∘ g
  map_one' := rfl
  map_mul' _ _ := rfl

/-- The action of the rational group algebra on many-particle functions. -/
def act {α κ : Type*} : MonoidAlgebra ℚ (Perm α) →+* Module.End ℂ ((α → κ) → ℂ) :=
  MonoidAlgebra.liftNCRingHom ((algebraMap ℂ _).comp (algebraMap ℚ ℂ)) permute
    fun _ _ => Algebra.commutes _ _

/-- The overlap of two many-particle functions. -/
def overlap [Fintype κ] (Φ Ψ : (α → κ) → ℂ) : ℂ := ∑ s, star (Φ s) * Ψ s

/-- A class sum acts as the corresponding weighted sum of particle permutations. -/
theorem act_classSum (w : Perm α →* ℤˣ) (f : α → ℕ) :
    act (κ := κ) (classSum w f)
      = ∑ σ : Perm α with ∀ a, f (σ a) = f a, (w σ : ℤ) • permute σ := by
  rw [classSum, map_sum]
  refine Finset.sum_congr rfl fun σ _ => ?_
  rw [map_zsmul]
  congr 1
  exact (MonoidAlgebra.liftNC_single _ _ _ _).trans (by simp)

/-- Class sums are self-adjoint with respect to the overlap. -/
theorem overlap_act_classSum [Fintype κ] (w : Perm α →* ℤˣ) (f : α → ℕ)
    (Φ Ψ : (α → κ) → ℂ) :
    overlap (act (classSum w f) Φ) Ψ = overlap Φ (act (classSum w f) Ψ) := by
  have pt : ∀ (X : (α → κ) → ℂ) s, act (classSum w f) X s
      = ∑ σ : Perm α with ∀ a, f (σ a) = f a, ((w σ : ℤ) : ℂ) * X (s ∘ σ) := by
    intro X s
    rw [act_classSum, LinearMap.sum_apply, Finset.sum_apply]
    refine Finset.sum_congr rfl fun σ _ => ?_
    rcases Int.units_eq_one_or (w σ) with e | e <;> simp [e, permute, LinearMap.funLeft_apply]
  simp only [overlap, pt, star_sum, Finset.sum_mul, Finset.mul_sum]
  refine Finset.sum_comm.trans (Eq.trans ?_ Finset.sum_comm)
  -- pair each permutation with its inverse
  refine Finset.sum_equiv (Equiv.inv (Perm α)) (fun σ => ?_) (fun σ _ => ?_)
  · simp only [Finset.mem_filter, Finset.mem_univ, true_and, Equiv.inv_apply]
    refine ⟨fun h a => ?_, fun h a => ?_⟩
    · simpa using (h (σ⁻¹ a)).symm
    · simpa using (h (σ a)).symm
  · refine Fintype.sum_equiv (σ.symm.arrowCongr (Equiv.refl κ)) _ _ fun s => ?_
    have hs : (s ∘ σ) ∘ (σ⁻¹ : Perm α) = s := by
      funext a
      simp
    change _ = star (Φ (s ∘ σ)) *
      (((w σ⁻¹ : ℤˣ) : ℤ) * Ψ ((s ∘ σ) ∘ (σ⁻¹ : Perm α)))
    rw [hs, map_inv]
    rcases Int.units_eq_one_or (w σ) with e | e <;> simp [e]

end

end OverlapActClassSum
```

The compiler's answer:

```
Main.lean:45:77: error: unsolved goals
case inl
α : Type u_1
κ : Type u_2
inst✝² : Fintype α
inst✝¹ : DecidableEq α
inst✝ : Fintype κ
w : Perm α →* ℤˣ
f : α → ℕ
Φ Ψ X : (α → κ) → ℂ
s : α → κ
σ : Perm α
x✝ : σ ∈ {σ | ∀ (a : α), f (σ a) = f a}
e : w σ = 1
⊢ ({ toFun := fun g => LinearMap.funLeft ℂ ℂ fun s => s ∘ ⇑g, map_one' := ⋯, map_mul' := ⋯ } σ) X s = X (s ∘ ⇑σ)

case inr
α : Type u_1
κ : Type u_2
inst✝² : Fintype α
inst✝¹ : DecidableEq α
inst✝ : Fintype κ
w : Perm α →* ℤˣ
f : α → ℕ
Φ Ψ X : (α → κ) → ℂ
s : α → κ
σ : Perm α
x✝ : σ ∈ {σ | ∀ (a : α), f (σ a) = f a}
e : w σ = -1
⊢ ({ toFun := fun g => LinearMap.funLeft ℂ ℂ fun s => s ∘ ⇑g, map_one' := ⋯, map_mul' := ⋯ } σ) X s = X (s ∘ ⇑σ)
Main.lean:49:70: warning: This simp argument is unused:
  LinearMap.funLeft_apply

Hint: Omit it from the simp argument list.
  [apply] simp [e, permute]

Note: This linter can be disabled with `set_option linter.unusedSimpArgs false`
```

Diagnosis. The error is in the proof of `pt`. After the split into `w σ = 1` and `w σ = -1`, `simp` deals with the sign, and both cases come down to the same goal: `permute σ`, applied to `X` at `s`, should equal `X (s ∘ σ)`.

Because `permute` was in the `simp` list, it had been unfolded into its defining structure, `{ toFun := …, … }`. `simp` did not reduce the application of that structure to `σ`, so `LinearMap.funLeft ℂ ℂ …` stayed inside it, not yet applied to `X` and `s`. `LinearMap.funLeft_apply` therefore had nothing to rewrite, which is why the warning calls it unused. The messages don't show why `simp` stopped at the structure.

The remaining equation is true by definition. The repair takes both names out of the list, so `simp [e]` handles only the sign and leaves `permute` folded. `rfl` then closes each case by unfolding the definitions and computing both sides to the same expression.

After these edits no error is left:

```diff
@@ -47,5 +47,5 @@
     rw [act_classSum, LinearMap.sum_apply, Finset.sum_apply]
     refine Finset.sum_congr rfl fun σ _ => ?_
-    rcases Int.units_eq_one_or (w σ) with e | e <;> simp [e, permute, LinearMap.funLeft_apply]
+    rcases Int.units_eq_one_or (w σ) with e | e <;> simp [e] <;> rfl
   simp only [overlap, pt, star_sum, Finset.sum_mul, Finset.mul_sum]
   refine Finset.sum_comm.trans (Eq.trans ?_ Finset.sum_comm)
```
